# The squared total spin of four spins 1/2 equals the sum of the six pair exchanges

A state of four spins 1/2 is an arbitrary, not necessarily normalised, complex amplitude `ψ a b c d` on the sixteen configurations; no Hamiltonian enters. The operator `total M` sums a one-site matrix over the four sites, and `spinSq` is Sx² + Sy² + Sz² with ħ = 1. The theorem `spinSq_apply` states that the amplitude of S²ψ at a configuration is the sum of the amplitudes of ψ at the six configurations obtained by swapping two sites, so S² is the sum of the six transpositions with no constant term, which is Dirac's exchange identity for four sites. The attempt splits into sixteen cases with `fin_cases`, unfolds all definitions with a full `simp` in each, and closes with `ring1`, or else with `ring_nf`, `Complex.I_sq` and `ring1`.

In Lean, a first try:

```lean
import Mathlib

open Matrix

namespace FourSpinSingletBasis

noncomputable section

/-- A state of four spins 1/2, given by its amplitude on each configuration
(0 = up, 1 = down). -/
abbrev State := Fin 2 → Fin 2 → Fin 2 → Fin 2 → ℂ

/-- The sum `M₁ + M₂ + M₃ + M₄` of a one-site operator `M` acting on each of the four sites. -/
def total (M : Matrix (Fin 2) (Fin 2) ℂ) : State →ₗ[ℂ] State where
  toFun ψ := fun a b c d =>
    ∑ t, (M a t * ψ t b c d + M b t * ψ a t c d + M c t * ψ a b t d + M d t * ψ a b c t)
  map_add' ψ φ := by
    funext a b c d
    simp only [Pi.add_apply, Fin.sum_univ_two]
    ring
  map_smul' r ψ := by
    funext a b c d
    simp only [Pi.smul_apply, smul_eq_mul, RingHom.id_apply, Fin.sum_univ_two]
    ring

/-- The x component of a single spin 1/2 (ħ = 1). -/
def sx : Matrix (Fin 2) (Fin 2) ℂ := !![0, 1 / 2; 1 / 2, 0]

/-- The y component of a single spin 1/2 (ħ = 1). -/
def sy : Matrix (Fin 2) (Fin 2) ℂ := !![0, -Complex.I / 2; Complex.I / 2, 0]

/-- The z component of a single spin 1/2 (ħ = 1). -/
def sz : Matrix (Fin 2) (Fin 2) ℂ := !![1 / 2, 0; 0, -1 / 2]

/-- The square of the total spin, `S² = Sx² + Sy² + Sz²`. -/
def spinSq : State →ₗ[ℂ] State :=
  total sx ∘ₗ total sx + total sy ∘ₗ total sy + total sz ∘ₗ total sz

set_option maxHeartbeats 400000 in
/-- Dirac's exchange identity for four spins 1/2: `S²` is the sum of the six exchanges
of two sites. -/
theorem spinSq_apply (ψ : State) (a b c d : Fin 2) :
    spinSq ψ a b c d =
      ψ b a c d + ψ c b a d + ψ d b c a + ψ a c b d + ψ a d c b + ψ a b d c := by
  fin_cases a <;> fin_cases b <;> fin_cases c <;> fin_cases d <;>
    simp [spinSq, total, sx, sy, sz, Fin.sum_univ_two] <;>
    first
      | ring1
      | (ring_nf; simp only [Complex.I_sq]; ring1)

end

end FourSpinSingletBasis
```

Compiling this gives:

```
Main.lean:40:0: error: (deterministic) timeout at `whnf`, maximum number of heartbeats (400000) has been reached

Note: Use `set_option maxHeartbeats <num>` to set the limit.

Hint: Additional diagnostic information may be available using the `set_option diagnostics true` command.
```

The repair, with which the file compiles:

```diff
@@ -43,9 +43,38 @@
     spinSq ψ a b c d =
       ψ b a c d + ψ c b a d + ψ d b c a + ψ a c b d + ψ a d c b + ψ a b d c := by
-  fin_cases a <;> fin_cases b <;> fin_cases c <;> fin_cases d <;>
-    simp [spinSq, total, sx, sy, sz, Fin.sum_univ_two] <;>
-    first
-      | ring1
-      | (ring_nf; simp only [Complex.I_sq]; ring1)
+  have ta : ∀ (M : Matrix (Fin 2) (Fin 2) ℂ) (φ : State) (a b c d : Fin 2),
+      total M φ a b c d =
+        M a 0 * φ 0 b c d + M b 0 * φ a 0 c d + M c 0 * φ a b 0 d + M d 0 * φ a b c 0 +
+        (M a 1 * φ 1 b c d + M b 1 * φ a 1 c d + M c 1 * φ a b 1 d + M d 1 * φ a b c 1) := by
+    intro M φ a b c d
+    simp only [total, LinearMap.coe_mk, AddHom.coe_mk, Fin.sum_univ_two]
+  -- sy = i J with J real, so that Sy² = -J²
+  obtain ⟨J, hJ, j0, j1, j2, j3⟩ : ∃ J : Matrix (Fin 2) (Fin 2) ℂ, sy = Complex.I • J ∧
+      J 0 0 = 0 ∧ J 0 1 = -1 / 2 ∧ J 1 0 = 1 / 2 ∧ J 1 1 = 0 :=
+    ⟨!![0, -1 / 2; 1 / 2, 0], by
+      ext i j
+      fin_cases i <;> fin_cases j <;> simp [sy] <;> ring,
+      by simp, by simp, by simp, by simp⟩
+  have hy : ∀ φ, total sy φ = Complex.I • total J φ := by
+    intro φ
+    funext a b c d
+    simp only [hJ, Pi.smul_apply, ta, Matrix.smul_apply, smul_eq_mul]
+    ring
+  have hyy : total sy (total sy ψ) = -total J (total J ψ) := by
+    rw [hy, hy, map_smul, smul_smul, Complex.I_mul_I, neg_one_smul]
+  have hS : spinSq ψ =
+      total sx (total sx ψ) + total sy (total sy ψ) + total sz (total sz ψ) := rfl
+  obtain ⟨x0, x1, x2, x3⟩ : sx 0 0 = 0 ∧ sx 0 1 = 1 / 2 ∧ sx 1 0 = 1 / 2 ∧ sx 1 1 = 0 := by
+    simp [sx]
+  obtain ⟨z0, z1, z2, z3⟩ : sz 0 0 = 1 / 2 ∧ sz 0 1 = 0 ∧ sz 1 0 = 0 ∧ sz 1 1 = -1 / 2 := by
+    simp [sz]
+  have two : ∀ s : Fin 2, s = 0 ∨ s = 1 := by decide
+  rw [hS, hyy]
+  -- compare amplitudes on the sixteen configurations
+  rcases two a with rfl | rfl <;> rcases two b with rfl | rfl <;>
+    rcases two c with rfl | rfl <;> rcases two d with rfl | rfl <;>
+    simp only [Pi.add_apply, Pi.neg_apply, ta, j0, j1, j2, j3, x0, x1, x2, x3, z0, z1, z2, z3,
+      zero_mul, add_zero, zero_add] <;>
+    ring
 
 end
```

Diagnosis. The message says the budget of 400000 heartbeats ran out while Lean was reducing a term to weak head normal form. It points at the start of the declaration, so it names no single tactic and does not say a goal is false. The code shows work repeated sixteen times: an unrestricted `simp` unfolds the composed linear maps, expands nested sums and evaluates matrix literals, and wherever `ring1` fails, `ring_nf` and a second `ring1` follow.

The repair keeps the limit and does the shared work once. `ta` expands `total` for a general matrix, and `hS` unfolds `spinSq` by `rfl`. Writing `sy` as `Complex.I • J`, `hy` and `hyy` use `Complex.I_mul_I` once at the level of states. No `Complex.I` reaches the cases, so the fallback branch is unnecessary. The entries of `J`, `sx` and `sz` become equations `j0`–`j3`, `x0`–`x3`, `z0`–`z3`, so no literal is evaluated per case. `two` with `rcases` substitutes the numerals `0` and `1`, the form those equations match. Each case is then a `simp only` with a short list, dropping zero terms, followed by `ring`. The messages do not show which saving was decisive.
